# Cyclic permutations of the cubic axes combined with even sign changes are proper rotations

Take a power (zeroth, first or second) of the threefold rotation about the body diagonal of a cube, and multiply it by a diagonal matrix of three signs whose product is one. `rot_proper` states that each real 3 × 3 matrix so built, for all twelve choices of the labels `k`, `a` and `b`, is a proper rotation: the matrix times its transpose is the identity, and its determinant is one. The attempt gets orthogonality from that of the two factors. For the determinant it shows that the cyclic factor contributes one, then checks the product of the three signs in the four cases of `a` and `b`.

As first written in Lean, the proof fails:

```lean
import Mathlib

open Matrix

namespace CubicStress

noncomputable section

/-- The threefold rotation about the body diagonal, which permutes the cubic axes cyclically. -/
def cyc : Matrix (Fin 3) (Fin 3) ℝ := !![0, 0, 1; 1, 0, 0; 0, 1, 0]

/-- Three signs whose product is one, labelled by two bits. -/
def signs (a b : Fin 2) : Fin 3 → ℝ :=
  ![(-1) ^ (a : ℕ), (-1) ^ (b : ℕ), (-1) ^ ((a : ℕ) + (b : ℕ))]

/-- The diagonal matrix that multiplies the three axes by the given signs. -/
def signFlip (a b : Fin 2) : Matrix (Fin 3) (Fin 3) ℝ := Matrix.diagonal (signs a b)

/-- A power of the cyclic permutation matrix times a diagonal sign matrix. -/
def rot (k : Fin 3) (a b : Fin 2) : Matrix (Fin 3) (Fin 3) ℝ :=
  cyc ^ (k : ℕ) * signFlip a b

/-- Each of the three signs squares to one. -/
lemma signs_sq (a b : Fin 2) (i : Fin 3) : signs a b i * signs a b i = 1 := by
  fin_cases a <;> fin_cases b <;> fin_cases i <;> norm_num [signs]

/-- Each of the twelve operations is a proper rotation: orthogonal with determinant one. -/
theorem rot_proper (k : Fin 3) (a b : Fin 2) :
    rot k a b * (rot k a b)ᵀ = 1 ∧ (rot k a b).det = 1 := by
  have hc : cyc * cycᵀ = 1 := by
    ext i j
    fin_cases i <;> fin_cases j <;> simp [cyc, Matrix.mul_apply, Fin.sum_univ_three]
  have hcomm : Commute cyc cycᵀ := hc.trans (mul_eq_one_comm.mp hc).symm
  have hk : cyc ^ (k : ℕ) * (cyc ^ (k : ℕ))ᵀ = 1 := by
    rw [Matrix.transpose_pow, ← hcomm.mul_pow, hc, one_pow]
  have hs : signFlip a b * (signFlip a b)ᵀ = 1 := by
    rw [signFlip, Matrix.diagonal_transpose, Matrix.diagonal_mul_diagonal]
    simp only [signs_sq, Matrix.diagonal_one]
  constructor
  · calc rot k a b * (rot k a b)ᵀ
        = cyc ^ (k : ℕ) * (signFlip a b * (signFlip a b)ᵀ) * (cyc ^ (k : ℕ))ᵀ := by
          simp only [rot, Matrix.transpose_mul, Matrix.mul_assoc]
      _ = 1 := by rw [hs, Matrix.mul_one, hk]
  · have hd : cyc.det = 1 := by simp [cyc, Matrix.det_fin_three]
    rw [rot, Matrix.det_mul, Matrix.det_pow, hd, one_pow, one_mul, signFlip,
      Matrix.det_diagonal, Fin.prod_univ_three]
    fin_cases a <;> fin_cases b <;> norm_num [signs]

end

end CubicStress
```

Lean reports:

```
Main.lean:44:2: error: unsolved goals
case right.«0».«0»
k : Fin 3
hc : cyc * cycᵀ = 1
hcomm : Commute cyc cycᵀ
hk : cyc ^ ↑k * (cyc ^ ↑k)ᵀ = 1
hd : cyc.det = 1
hs : signFlip ((fun i => i) ⟨0, ⋯⟩) ((fun i => i) ⟨0, ⋯⟩) * (signFlip ((fun i => i) ⟨0, ⋯⟩) ((fun i => i) ⟨0, ⋯⟩))ᵀ = 1
⊢ ![1, 1, 1] 2 = 1

case right.«0».«1»
k : Fin 3
hc : cyc * cycᵀ = 1
hcomm : Commute cyc cycᵀ
hk : cyc ^ ↑k * (cyc ^ ↑k)ᵀ = 1
hd : cyc.det = 1
hs : signFlip ((fun i => i) ⟨0, ⋯⟩) ((fun i => i) ⟨1, ⋯⟩) * (signFlip ((fun i => i) ⟨0, ⋯⟩) ((fun i => i) ⟨1, ⋯⟩))ᵀ = 1
⊢ -![1, -1, -1] 2 = 1

case right.«1».«0»
k : Fin 3
hc : cyc * cycᵀ = 1
hcomm : Commute cyc cycᵀ
hk : cyc ^ ↑k * (cyc ^ ↑k)ᵀ = 1
hd : cyc.det = 1
hs : signFlip ((fun i => i) ⟨1, ⋯⟩) ((fun i => i) ⟨0, ⋯⟩) * (signFlip ((fun i => i) ⟨1, ⋯⟩) ((fun i => i) ⟨0, ⋯⟩))ᵀ = 1
⊢ -![-1, 1, -1] 2 = 1

case right.«1».«1»
k : Fin 3
hc : cyc * cycᵀ = 1
hcomm : Commute cyc cycᵀ
hk : cyc ^ ↑k * (cyc ^ ↑k)ᵀ = 1
hd : cyc.det = 1
hs : signFlip ((fun i => i) ⟨1, ⋯⟩) ((fun i => i) ⟨1, ⋯⟩) * (signFlip ((fun i => i) ⟨1, ⋯⟩) ((fun i => i) ⟨1, ⋯⟩))ᵀ = 1
⊢ ![-1, -1, 1] 2 = 1
```

Diagnosis. The error is one report of four unsolved goals, one for each choice of `a` and `b`, all in the determinant half. The goals are true: in each, the entry at index 2 has just the value needed. But `Fin.prod_univ_three` had written the product with the entries of `signs a b` at 0, 1 and 2, and `norm_num [signs]`, having unfolded the vector and worked out its powers, dealt with the first two entries and left the third as an unevaluated lookup, such as `![1, 1, 1] 2`. With that lookup in the way it could not finish the arithmetic.

The added `change` restates the goal as an explicit product of three powers of −1. Lean accepts this because the two forms are equal by definition: unfolding `signs` and looking up its entries gives these powers. After the case split only numerical powers and products remain, which `norm_num` can evaluate. Dropping `signs` from its call is mere tidying, since the name no longer occurs in the goal.

The change, after which it compiles:

```diff
@@ -45,5 +45,6 @@
     rw [rot, Matrix.det_mul, Matrix.det_pow, hd, one_pow, one_mul, signFlip,
       Matrix.det_diagonal, Fin.prod_univ_three]
-    fin_cases a <;> fin_cases b <;> norm_num [signs]
+    change (-1 : ℝ) ^ (a : ℕ) * (-1) ^ (b : ℕ) * (-1) ^ ((a : ℕ) + (b : ℕ)) = 1
+    fin_cases a <;> fin_cases b <;> norm_num
 
 end
```
